# Frequency moments of a rational response vanish when its poles lie in the lower half plane and it decays fast enough

To check a computed second-harmonic susceptibility, I integrate ω^k χ₂(ω) over all real frequencies and compare the result with zero. My model is a damped anharmonic oscillator, with

χ₂(ω) ∝ 1/[D(2ω) D(ω)²],  D(ω) = ω₀² − ω² − iγω,  ω₀, γ > 0.

The moments k = 0 to 4 should all vanish. Yet the linear response 1/D(ω) of the same oscillator has a nonzero first moment, the f-sum rule. Is fast decay at high frequency all that makes the difference?

## Closing the contour above the real axis

Decay separates your two cases, but the zero also depends on where the poles are. Write the response as f = P/Q, with polynomials of degrees p and q. Suppose p + 2 ≤ q and every root of Q has negative imaginary part.

First bound the numerator. If P has coefficients p_j and A = Σ|p_j|, then

|P(z)| ≤ A(1+|z|)^p.

Next take a root a of Q and a point z with Im z ≥ 0. Then |z−a| ≥ d, where d = −Im a > 0, so

1+|z| ≤ 1+|a|+|z−a| ≤ [1+(1+|a|)/d] |z−a|.

Multiplying over all roots, with multiplicity, and absorbing the leading coefficient gives (1+|z|)^q ≤ K|Q(z)| for some constant K. With C = AK,

|f(z)| ≤ C/(1+|z|)²  for Im z ≥ 0.

On the real line f is continuous and bounded by C/(1+x²), hence integrable. Now apply Cauchy's theorem to the rectangle [−R,R]×[0,R], which contains no poles. Its other three sides have total length 4R, and |f| ≤ C/R² on them, so

|∫ f(x) dx from −R to R| ≤ 4C/R → 0.

For the k-th moment, replace P by z^k P; the condition becomes p + k + 2 ≤ q. Since x^k is real, the real and imaginary parts vanish separately.

In your model the roots of D are −iγ/2 ± √(ω₀²−γ²/4), all below the axis, and those of D(2ω) are half of them. Here p = 0 and q = 6, so k may run from 0 to 4. For 1/D, q = 2 allows only k = 0.

The Lean file proves the general statement:

```lean
import Mathlib

open Polynomial MeasureTheory Filter Topology

namespace SuperconvergentResponse

noncomputable section

/-- The rational response `P(z)/Q(z)` at complex frequency `z`, meaningful where `Q(z) ≠ 0`. -/
def response (P Q : ℂ[X]) (z : ℂ) : ℂ := P.eval z / Q.eval z

/-- A response denominator is causal if all its roots lie in the open lower half plane. -/
def Causal (Q : ℂ[X]) : Prop := ∀ a : ℂ, Q.IsRoot a → a.im < 0

/-- A polynomial grows at most like `(1 + |z|)` to the power of its degree. -/
theorem numerator_growth (P : ℂ[X]) :
    ∃ A : ℝ, 0 ≤ A ∧ ∀ z : ℂ, ‖P.eval z‖ ≤ A * (1 + ‖z‖) ^ P.natDegree := by
  refine ⟨∑ k ∈ Finset.range (P.natDegree + 1), ‖P.coeff k‖,
    Finset.sum_nonneg fun _ _ => norm_nonneg _, fun z => ?_⟩
  rw [Polynomial.eval_eq_sum_range, Finset.sum_mul]
  refine (norm_sum_le _ _).trans (Finset.sum_le_sum fun k hk => ?_)
  rw [norm_mul, norm_pow]
  have hk' : k ≤ P.natDegree := by
    have := Finset.mem_range.mp hk
    omega
  have h1 : ‖z‖ ^ k ≤ (1 + ‖z‖) ^ k :=
    pow_le_pow_left₀ (norm_nonneg z) (by linarith) k
  have h2 : (1 + ‖z‖) ^ k ≤ (1 + ‖z‖) ^ P.natDegree :=
    pow_le_pow_right₀ (by linarith [norm_nonneg z]) hk'
  exact mul_le_mul_of_nonneg_left (h1.trans h2) (norm_nonneg _)

/-- On the closed upper half plane a causal denominator grows at least like `(1 + |z|)` to the
power of its degree, up to a constant factor. -/
theorem denominator_growth (Q : ℂ[X]) (hQ : Causal Q) :
    ∃ K : ℝ, 0 ≤ K ∧ ∀ z : ℂ, 0 ≤ z.im → (1 + ‖z‖) ^ Q.natDegree ≤ K * ‖Q.eval z‖ := by
  have key : ∀ n : ℕ, ∀ Q : ℂ[X], Q.natDegree = n → Causal Q →
      ∃ K : ℝ, 0 ≤ K ∧ ∀ z : ℂ, 0 ≤ z.im → (1 + ‖z‖) ^ n ≤ K * ‖Q.eval z‖ := by
    intro n
    induction n with
    | zero =>
      intro Q hn hQ
      have h0 : Q.eval 0 ≠ 0 := fun h => by
        have := hQ 0 h
        simp at this
      have hc := Polynomial.eq_C_of_natDegree_eq_zero hn
      refine ⟨‖Q.eval 0‖⁻¹, by positivity, fun z _ => ?_⟩
      have hz : Q.eval z = Q.eval 0 := by
        rw [hc]
        simp
      exact le_of_eq (by rw [hz, pow_zero, inv_mul_cancel₀ (norm_ne_zero_iff.mpr h0)])
    | succ n ih =>
      intro Q hn hQ
      -- split off one pole `a`
      obtain ⟨a, ha⟩ := Complex.exists_root
        (Polynomial.natDegree_pos_iff_degree_pos.mp (by omega : 0 < Q.natDegree))
      have hpos : 0 < -a.im := by linarith [hQ a ha]
      obtain ⟨S, hQS⟩ := Polynomial.dvd_iff_isRoot.mpr ha
      have hev : ∀ z : ℂ, Q.eval z = (z - a) * S.eval z := by
        intro z
        rw [hQS]
        simp
      have hS0 : S ≠ 0 := by
        intro h
        rw [hQS, h] at hn
        simp at hn
      rw [hQS, Polynomial.natDegree_mul (Polynomial.X_sub_C_ne_zero a) hS0,
        Polynomial.natDegree_X_sub_C] at hn
      have hS : Causal S := by
        intro b hb
        have hb' : S.eval b = 0 := hb
        exact hQ b (by rw [Polynomial.IsRoot.def, hev b, hb', mul_zero])
      obtain ⟨K, hK0, hK⟩ := ih S (by omega) hS
      have hM : 0 ≤ (1 + ‖a‖) / (-a.im) := div_nonneg (by positivity) hpos.le
      refine ⟨(1 + (1 + ‖a‖) / (-a.im)) * K, mul_nonneg (by linarith) hK0, fun z hz => ?_⟩
      -- the distance to the pole controls `1 + |z|`
      have hd : -a.im ≤ ‖z - a‖ := by
        have h := (le_abs_self _).trans (Complex.abs_im_le_norm (z - a))
        rw [Complex.sub_im] at h
        linarith
      have ht : ‖z‖ ≤ ‖z - a‖ + ‖a‖ := by simpa using norm_add_le (z - a) a
      have hr : 1 + ‖a‖ ≤ (1 + ‖a‖) / (-a.im) * ‖z - a‖ := by
        rw [div_mul_eq_mul_div, le_div_iff₀ hpos]
        exact mul_le_mul_of_nonneg_left hd (by positivity)
      have h1 : 1 + ‖z‖ ≤ (1 + (1 + ‖a‖) / (-a.im)) * ‖z - a‖ := by
        rw [add_mul, one_mul]
        linarith
      calc (1 + ‖z‖) ^ (n + 1) = (1 + ‖z‖) ^ n * (1 + ‖z‖) := pow_succ _ _
        _ ≤ (K * ‖S.eval z‖) * ((1 + (1 + ‖a‖) / (-a.im)) * ‖z - a‖) :=
          mul_le_mul (hK z hz) h1 (by positivity) (mul_nonneg hK0 (norm_nonneg _))
        _ = (1 + (1 + ‖a‖) / (-a.im)) * K * ‖Q.eval z‖ := by
          rw [hev z, norm_mul]
          ring
  exact key _ Q rfl hQ

/-- A function holomorphic on the closed upper half plane and bounded there by `C/(1 + |z|)²`
is integrable on the real line, and its integral is zero. -/
theorem integral_eq_zero_of_decay (f : ℂ → ℂ) (C : ℝ) (hC : 0 ≤ C)
    (hf : ∀ z : ℂ, 0 ≤ z.im → DifferentiableAt ℂ f z)
    (hb : ∀ z : ℂ, 0 ≤ z.im → ‖f z‖ ≤ C / (1 + ‖z‖) ^ 2) :
    Integrable (fun x : ℝ => f x) ∧ ∫ x : ℝ, f x = 0 := by
  have hcont : Continuous (fun x : ℝ => f x) := continuous_iff_continuousAt.mpr fun x =>
    ContinuousAt.comp (g := f) (f := fun x : ℝ => (x : ℂ))
      (hf (x : ℂ) (by simp)).continuousAt Complex.continuous_ofReal.continuousAt
  have hint : Integrable (fun x : ℝ => f x) := by
    refine (integrable_inv_one_add_sq.const_mul C).mono' hcont.aestronglyMeasurable
      (Eventually.of_forall fun x => (hb x (by simp)).trans ?_)
    rw [← div_eq_mul_inv, Complex.norm_real, Real.norm_eq_abs]
    exact div_le_div_of_nonneg_left hC (by positivity)
      (by nlinarith [sq_abs x, abs_nonneg x])
  refine ⟨hint, ?_⟩
  have tri : ∀ b t r l : ℂ, b - t + Complex.I * r - Complex.I * l = 0 →
      ‖b‖ ≤ ‖t‖ + ‖r‖ + ‖l‖ := by
    intro b t r l h
    have hb : b = t - Complex.I * r + Complex.I * l := by linear_combination h
    have h1 := norm_add_le (t - Complex.I * r) (Complex.I * l)
    have h2 := norm_sub_le t (Complex.I * r)
    rw [← hb] at h1
    simp only [norm_mul, Complex.norm_I, one_mul] at h1 h2
    linarith
  -- Cauchy's theorem on the rectangle `[-R, R] × [0, R]`
  have hbound : ∀ R : ℝ, 0 < R → ‖∫ x in (-R)..R, f x‖ ≤ 4 * (C / R) := by
    intro R hR
    have hrect := Complex.integral_boundary_rect_eq_zero_of_differentiableOn f
      ⟨-R, 0⟩ ⟨R, R⟩ (fun u hu => by
        have h2 : u.im ∈ Set.uIcc 0 R := (Complex.mem_reProdIm.mp hu).2
        rw [Set.uIcc_of_le hR.le] at h2
        exact (hf u h2.1).differentiableWithinAt)
    simp only [Complex.ofReal_zero, zero_mul, add_zero, smul_eq_mul] at hrect
    have hside : ∀ u : ℂ, 0 ≤ u.im → (R ≤ |u.re| ∨ R ≤ |u.im|) → ‖f u‖ ≤ C / R ^ 2 := by
      intro u hu h
      have hn : R ≤ ‖u‖ := h.elim (fun h => h.trans (Complex.abs_re_le_norm u))
        (fun h => h.trans (Complex.abs_im_le_norm u))
      exact (hb u hu).trans (div_le_div_of_nonneg_left hC (by positivity)
        (pow_le_pow_left₀ hR.le (by linarith) 2))
    have hT : ‖∫ x in (-R)..R, f (x + R * Complex.I)‖ ≤ C / R ^ 2 * |R - (-R)| :=
      intervalIntegral.norm_integral_le_of_norm_le_const fun x _ =>
        hside _ (by simp [hR.le]) (Or.inr (by simp [abs_of_pos hR]))
    have hV : ∀ s : ℝ, |s| = R →
        ‖∫ y in (0 : ℝ)..R, f (s + y * Complex.I)‖ ≤ C / R ^ 2 * |R - 0| := fun s hs =>
      intervalIntegral.norm_integral_le_of_norm_le_const fun y hy => by
        rw [Set.uIoc_of_le hR.le] at hy
        exact hside _ (by simp [hy.1.le]) (Or.inl (by simp [hs]))
    have e1 : |R - (-R)| = 2 * R := by rw [abs_of_pos] <;> linarith
    have e2 : |R - 0| = R := by rw [sub_zero, abs_of_pos hR]
    have e3 : C / R ^ 2 * R = C / R := by field_simp
    rw [e1] at hT
    rw [e2] at hV
    calc _ ≤ _ := tri _ _ _ _ hrect
      _ ≤ C / R ^ 2 * (2 * R) + C / R ^ 2 * R + C / R ^ 2 * R :=
        add_le_add (add_le_add hT (hV R (abs_of_pos hR)))
          (hV (-R) (by rw [abs_neg, abs_of_pos hR]))
      _ = 4 * (C / R ^ 2 * R) := by ring
      _ = 4 * (C / R) := by rw [e3]
  have hlim : Tendsto (fun R : ℝ => C / R) atTop (𝓝 0) :=
    tendsto_const_nhds.div_atTop tendsto_id
  have hzero : Tendsto (fun R : ℝ => ∫ x in (-R)..R, f x) atTop (𝓝 0) :=
    squeeze_zero_norm' ((eventually_gt_atTop 0).mono hbound)
      (by simpa using hlim.const_mul 4)
  exact tendsto_nhds_unique
    (intervalIntegral_tendsto_integral hint tendsto_neg_atTop_atBot tendsto_id) hzero

/-- Superconvergence: if the denominator is causal and its degree exceeds that of the numerator
by at least two, the response is integrable over real frequencies and its integral is zero. -/
theorem superconvergence (P Q : ℂ[X]) (hdeg : P.natDegree + 2 ≤ Q.natDegree)
    (hQ : Causal Q) :
    Integrable (fun x : ℝ => response P Q x) ∧ ∫ x : ℝ, response P Q x = 0 := by
  obtain ⟨A, hA0, hA⟩ := numerator_growth P
  obtain ⟨K, hK0, hK⟩ := denominator_growth Q hQ
  have hne : ∀ z : ℂ, 0 ≤ z.im → Q.eval z ≠ 0 := fun z hz h =>
    not_lt_of_ge hz (hQ z h)
  refine integral_eq_zero_of_decay (response P Q) (A * K) (mul_nonneg hA0 hK0)
    (fun z hz => P.differentiableAt.div Q.differentiableAt (hne z hz)) (fun z hz => ?_)
  -- the two growth estimates give inverse-square decay
  rw [response, norm_div, div_le_div_iff₀ (norm_pos_iff.mpr (hne z hz)) (by positivity)]
  calc ‖P.eval z‖ * (1 + ‖z‖) ^ 2
      ≤ A * (1 + ‖z‖) ^ P.natDegree * (1 + ‖z‖) ^ 2 :=
        mul_le_mul_of_nonneg_right (hA z) (by positivity)
    _ = A * (1 + ‖z‖) ^ (P.natDegree + 2) := by ring
    _ ≤ A * (1 + ‖z‖) ^ Q.natDegree :=
        mul_le_mul_of_nonneg_left
          (pow_le_pow_right₀ (by linarith [norm_nonneg z]) hdeg) hA0
    _ ≤ A * (K * ‖Q.eval z‖) := mul_le_mul_of_nonneg_left (hK z hz) hA0
    _ = A * K * ‖Q.eval z‖ := by ring

/-- The `k`-th frequency moment of a response with causal denominator exists and vanishes
whenever `deg P + k + 2 ≤ deg Q`. -/
theorem moment_sum_rule (P Q : ℂ[X]) (k : ℕ) (hdeg : P.natDegree + k + 2 ≤ Q.natDegree)
    (hQ : Causal Q) :
    Integrable (fun x : ℝ => (x : ℂ) ^ k * response P Q x) ∧
      ∫ x : ℝ, (x : ℂ) ^ k * response P Q x = 0 := by
  have hd : (X ^ k * P).natDegree ≤ k + P.natDegree := by
    have h := Polynomial.natDegree_mul_le (p := (X ^ k : ℂ[X])) (q := P)
    rwa [Polynomial.natDegree_X_pow] at h
  have h := superconvergence (X ^ k * P) Q (by omega) hQ
  have e : ∀ x : ℝ, response (X ^ k * P) Q x = (x : ℂ) ^ k * response P Q x := fun x => by
    simp [response, mul_div_assoc]
  simpa only [e] using h

/-- For a causal denominator with `deg P + k + 2 ≤ deg Q`, the `k`-th frequency moments of the
real part and of the imaginary part of the response vanish separately. -/
theorem re_im_sum_rules (P Q : ℂ[X]) (k : ℕ) (hdeg : P.natDegree + k + 2 ≤ Q.natDegree)
    (hQ : Causal Q) :
    ∫ x : ℝ, x ^ k * (response P Q x).re = 0 ∧
      ∫ x : ℝ, x ^ k * (response P Q x).im = 0 := by
  have h := moment_sum_rule P Q k hdeg hQ
  constructor
  · calc ∫ x : ℝ, x ^ k * (response P Q x).re
        = ∫ x : ℝ, Complex.reCLM ((x : ℂ) ^ k * response P Q x) := by
          simp only [Complex.reCLM_apply, ← Complex.ofReal_pow, Complex.re_ofReal_mul]
      _ = Complex.reCLM (∫ x : ℝ, (x : ℂ) ^ k * response P Q x) :=
          Complex.reCLM.integral_comp_comm h.1
      _ = 0 := by rw [h.2, map_zero]
  · calc ∫ x : ℝ, x ^ k * (response P Q x).im
        = ∫ x : ℝ, Complex.imCLM ((x : ℂ) ^ k * response P Q x) := by
          simp only [Complex.imCLM_apply, ← Complex.ofReal_pow, Complex.im_ofReal_mul]
      _ = Complex.imCLM (∫ x : ℝ, (x : ℂ) ^ k * response P Q x) :=
          Complex.imCLM.integral_comp_comm h.1
      _ = 0 := by rw [h.2, map_zero]

/-- The response `1/(x² + 1)`, whose denominator has the root `i` in the upper half plane,
integrates to `π` over the real line. -/
theorem noncausal_integral :
    (X ^ 2 + 1 : ℂ[X]).IsRoot Complex.I ∧
      ∫ x : ℝ, response 1 (X ^ 2 + 1) x = (Real.pi : ℂ) := by
  refine ⟨by simp [Polynomial.IsRoot.def], ?_⟩
  have e : ∀ x : ℝ, response 1 (X ^ 2 + 1) x = (((1 + x ^ 2)⁻¹ : ℝ) : ℂ) := fun x => by
    simp [response, add_comm]
  simp only [e]
  rw [integral_complex_ofReal, integral_univ_inv_one_add_sq]

end

end SuperconvergentResponse
```

```lean
#print axioms SuperconvergentResponse.moment_sum_rule
#print axioms SuperconvergentResponse.re_im_sum_rules
#print axioms SuperconvergentResponse.noncausal_integral
```

```
'SuperconvergentResponse.moment_sum_rule' depends on axioms: [propext, Classical.choice, Quot.sound]
'SuperconvergentResponse.re_im_sum_rules' depends on axioms: [propext, Classical.choice, Quot.sound]
'SuperconvergentResponse.noncausal_integral' depends on axioms: [propext, Classical.choice, Quot.sound]
```

`response P Q x` is the susceptibility at real frequency x, your ω. `Causal Q` says that all roots of Q lie strictly in the lower half plane. For a linear response with time dependence e^(−iωt), this means that every free mode decays. It is stricter than textbook causality, which allows undamped poles on the real axis, and it also counts roots of Q that P would cancel. `natDegree` is the degree, with the zero polynomial given degree 0.

`superconvergence` states integrability as well as the value, so the zero is not Lean's default for a divergent integral. `moment_sum_rule` and `re_im_sum_rules` are the versions for moments and for real and imaginary parts. That a particular material's susceptibility has this rational form is an assumption of the model, and in nonlinear optics damping alone does not guarantee `Causal Q`. Harmonic generation in a damped oscillator satisfies it. With a cubic term in the restoring force, however, the response at ω to fields at ω, ω and −ω has a factor D(−ω) in its denominator, whose roots lie above the axis.

`numerator_growth` is the first estimate. `denominator_growth` multiplies over the roots by induction on the degree: `Complex.exists_root` supplies a root, and the remaining factor `S` is again causal. In `integral_eq_zero_of_decay`, `hrect` is Cauchy's theorem, `hT` and `hV` bound the top and vertical sides, and `tri` combines them. `superconvergence` supplies the decay bound, and `moment_sum_rule` applies it to `X ^ k * P`. `re_im_sum_rules` then takes real and imaginary parts through the integral.

Decay alone is not enough, even without poles on the real axis. The function 1/(x²+1) has the required degree gap, but it has a pole at i and integrates to π, as `noncausal_integral` shows.

The same contour also accounts for your f-sum rule, though this case goes beyond the Lean theorems. If q = p + 1 and all roots of Q again lie below the axis, then f(z) ≈ c/z at large |z|, where c is the ratio of leading coefficients. The three far sides now contribute iπc, so

∫ f(x) dx from −R to R → −iπc.

For ω/D(ω), c = −1 and the limit is iπ. The first moment of Im(1/D) is therefore π.
